# A totally symmetric real tensor is fixed by R exactly when its form is unchanged by Rᵀ

To find which components of a static first hyperpolarisability a molecular point group allows, one can write the energy term as a cubic polynomial in the field, substitute the transformed field, and compare coefficients. A mirror that reverses $F_x$, for example, removes every monomial with an odd power of $F_x$. This tests the polynomial, whereas the symmetry condition concerns the tensor. For real, totally symmetric tensors the two tests agree for each point-group operation separately; a frequency-dependent hyperpolarisability generally lacks that total symmetry.

## Tensors, contractions and forms

Let `ι` be a finite set labelling the $n$ coordinates, and let $k$ be the rank, with index slots numbered $0,\dots,k-1$ as in `Fin k`.

In Lean 4 with Mathlib:

```lean
import Mathlib

open Matrix

namespace TensorPolarisation

noncomputable section

variable {ι : Type*} [Fintype ι] {k : ℕ}
```

A tensor $T$ assigns a real number to each index list $i=(i_0,\dots,i_{k-1})$, hence the type `(Fin k → ι) → ℝ`. Total symmetry means that $T_{i\circ\sigma}=T_i$ for every permutation $\sigma$ of the slots.

```lean
/-- A tensor of rank `k`, given by its real components, is totally symmetric if permuting
its indices changes no component. -/
def IsSymmetric {ι : Type*} {k : ℕ} (T : (Fin k → ι) → ℝ) : Prop :=
  ∀ (σ : Equiv.Perm (Fin k)) (i : Fin k → ι), T (i ∘ σ) = T i
```

Contraction with vectors $v_0,\dots,v_{k-1}$ gives

$$T(v_0,\dots,v_{k-1})=\sum_i T_i\prod_a (v_a)_{i_a}.$$

```lean
/-- The contraction of a rank-`k` tensor with `k` vectors, one for each index. -/
def multi (T : (Fin k → ι) → ℝ) (v : Fin k → ι → ℝ) : ℝ :=
  ∑ i, T i * ∏ a, v a (i a)
```

Putting the same vector $x$ in every slot gives the form $f_T(x)=T(x,\dots,x)$, without a factor $1/k!$.

```lean
/-- The form `f(x)`: the tensor contracted with the same vector `x` in every index. -/
def form (T : (Fin k → ι) → ℝ) (x : ι → ℝ) : ℝ :=
  multi T (fun _ => x)
```

A real $n\times n$ matrix $R$ acts on all indices by

$$(RT)_i=\sum_j T_j\prod_a R_{i_a j_a}.$$

No determinant factor appears, so the extra sign of an axial tensor under improper operations is not included.

```lean
/-- The tensor obtained by applying the matrix `R` to all `k` indices. -/
def rotate (R : Matrix ι ι ℝ) (T : (Fin k → ι) → ℝ) (i : Fin k → ι) : ℝ :=
  ∑ j, T j * ∏ a, R (i a) (j a)
```

The polarisation identity, an algebraic formula that recovers a symmetric tensor from its form, also needs signs $\epsilon_a=\pm1$. A sign choice is stored as a two-valued function `s`, with $\epsilon_a$ equal to `sgn (s a)`.

```lean
/-- The sign `+1` or `-1` attached to a two-valued label. -/
def sgn (b : Bool) : ℝ := if b then 1 else -1
```

## Moving the matrix from the tensor to the vector

Since $(R^Tx)_{j_a}=\sum_{i_a}R_{i_aj_a}x_{i_a}$, exchanging the sums gives

$$f_{RT}(x)=\sum_j T_j\prod_a\sum_{i_a}R_{i_aj_a}x_{i_a}=f_T(R^Tx).$$

The auxiliary statement `h` expands the product of sums, and `Finset.sum_comm` exchanges the sums over $i$ and $j$.

```lean
/-- The form of the transformed tensor at `x` is the original form at `Rᵀ x`. -/
theorem form_rotate (R : Matrix ι ι ℝ) (T : (Fin k → ι) → ℝ) (x : ι → ℝ) :
    form (rotate R T) x = form T (Rᵀ *ᵥ x) := by
  -- a product of sums is a sum over all choices of indices
  have h : ∀ j : Fin k → ι, ∏ a, (Rᵀ *ᵥ x) (j a)
      = ∑ i : Fin k → ι, ∏ a, R (i a) (j a) * x (i a) := by
    intro j
    simp only [Matrix.mulVec, dotProduct, Matrix.transpose_apply]
    rw [Finset.prod_univ_sum, Fintype.piFinset_univ]
  simp only [form, multi, rotate, h, Finset.sum_mul, Finset.mul_sum, Finset.prod_mul_distrib]
  rw [Finset.sum_comm]
  refine Finset.sum_congr rfl fun j _ => Finset.sum_congr rfl fun i _ => ?_
  ring
```

## The order of the vectors

For symmetric $T$, put $v_{\sigma(a)}$ in slot $a$ and relabel the index list as $i'=i\circ\sigma^{-1}$. Then

$$\sum_i T_i\prod_a(v_{\sigma(a)})_{i_a}=\sum_{i'}T_{i'\circ\sigma}\prod_b(v_b)_{i'_b}=T(v_0,\dots,v_{k-1}).$$

`Fintype.sum_equiv` performs the relabelling; `h1` uses the symmetry of $T$ and `h2` reorders the product.

```lean
/-- Contracting a symmetric tensor with `k` vectors gives the same number in any order of
the vectors. -/
theorem multi_perm {T : (Fin k → ι) → ℝ} (hT : IsSymmetric T) (σ : Equiv.Perm (Fin k))
    (v : Fin k → ι → ℝ) : multi T (fun a => v (σ a)) = multi T v := by
  refine Fintype.sum_equiv (Equiv.arrowCongr σ (Equiv.refl ι)) _ _ fun i => ?_
  have h1 : T (i ∘ σ.symm) = T i := hT σ.symm i
  have h2 : ∏ a, v a (i (σ.symm a)) = ∏ b, v (σ b) (i b) :=
    (Equiv.prod_comp σ (fun a => v a (i (σ.symm a)))).symm.trans (by simp)
  change T i * ∏ b, v (σ b) (i b) = T (i ∘ σ.symm) * ∏ a, v a (i (σ.symm a))
  rw [h1, h2]
```

## Signs that select bijections

Let $g$ map the $k$ slots to the $k$ vector labels. The required sum is

$$\sum_{\epsilon}\Big(\prod_a\epsilon_a\Big)\Big(\prod_b\epsilon_{g(b)}\Big)=\begin{cases}2^k,&g\text{ bijective},\\0,&\text{otherwise}.\end{cases}$$

If $g$ is bijective, both products are equal and every one of the $2^k$ terms is $\prod_a\epsilon_a^2=1$. If not, $g$ misses some label $c$, because a surjection of a finite set onto itself is bijective. Flipping $\epsilon_c$ reverses the first product and leaves the second alone, so the terms cancel in pairs. `Finset.sum_involution` carries out this pairing.

```lean
/-- Summed over all sign choices, the product of all signs times the signs picked out by a
map `g` is `2^k` if `g` is a bijection and zero otherwise. -/
theorem sign_sum (g : Fin k → Fin k) :
    ∑ s : Fin k → Bool, (∏ a, sgn (s a)) * ∏ b, sgn (s (g b))
      = if Function.Bijective g then (2 : ℝ) ^ k else 0 := by
  split_ifs with hg
  · have h : ∀ s : Fin k → Bool, (∏ a, sgn (s a)) * ∏ b, sgn (s (g b)) = 1 := by
      intro s
      rw [hg.prod_comp (fun a => sgn (s a)), ← Finset.prod_mul_distrib]
      refine Finset.prod_eq_one fun a _ => ?_
      cases s a <;> simp [sgn]
    rw [Finset.sum_congr rfl (fun s _ => h s)]
    simp
  · have hs : ¬ Function.Surjective g := fun h =>
      hg ⟨Finite.injective_iff_surjective.mpr h, h⟩
    obtain ⟨c, hc⟩ := not_forall.mp hs
    have hn : ∀ b : Bool, sgn (!b) = -sgn b := by
      intro b
      cases b <;> simp [sgn]
    -- flipping the sign of a label missed by `g` pairs off opposite terms
    refine Finset.sum_involution (fun s _ => Function.update s c (!s c)) ?_ ?_
      (fun _ _ => Finset.mem_univ _) ?_
    · intro s _
      have h3 : ∏ a ∈ Finset.univ.erase c, sgn (Function.update s c (!s c) a)
          = ∏ a ∈ Finset.univ.erase c, sgn (s a) :=
        Finset.prod_congr rfl fun a ha => by
          rw [Function.update_of_ne (Finset.ne_of_mem_erase ha)]
      have h1 : ∏ a, sgn (Function.update s c (!s c) a) = -∏ a, sgn (s a) := by
        rw [← Finset.mul_prod_erase Finset.univ
            (fun a => sgn (Function.update s c (!s c) a)) (Finset.mem_univ c),
          ← Finset.mul_prod_erase Finset.univ (fun a => sgn (s a)) (Finset.mem_univ c),
          h3, Function.update_self, hn]
        ring
      have h2 : ∀ b, Function.update s c (!s c) (g b) = s (g b) := fun b =>
        Function.update_of_ne (fun h => hc ⟨b, h⟩) _ _
      simp only [h1, h2]
      ring
    · intro s _ _ h
      have h' := congrFun h c
      simp at h'
    · intro s _
      simp
```

## Polarisation

For real coefficients $c_a$, multilinearity gives

$$f_T\Big(\sum_a c_av_a\Big)=\sum_g\Big(\prod_b c_{g(b)}\Big)T(v_{g(0)},\dots,v_{g(k-1)}),$$

where $g$ records which vector is chosen in each slot.

```lean
/-- The form of a superposition of `k` vectors is a sum over all ways of placing these
vectors in the indices of the tensor. -/
theorem form_superposition (T : (Fin k → ι) → ℝ) (c : Fin k → ℝ) (v : Fin k → ι → ℝ) :
    form T (fun p => ∑ a, c a * v a p)
      = ∑ g : Fin k → Fin k, (∏ b, c (g b)) * multi T (fun b => v (g b)) := by
  simp only [form, multi, Finset.prod_univ_sum, Fintype.piFinset_univ,
    Finset.prod_mul_distrib, Finset.mul_sum]
  rw [Finset.sum_comm]
  refine Finset.sum_congr rfl fun g _ => Finset.sum_congr rfl fun i _ => ?_
  ring
```

Now set $c_a=\epsilon_a$, multiply by $\prod_a\epsilon_a$ and sum over the signs. Only bijective $g$ survive, each with weight $2^k$. There are $k!$ of them, and by symmetry each gives the same contraction:

$$\sum_\epsilon\Big(\prod_a\epsilon_a\Big)f_T\Big(\sum_a\epsilon_av_a\Big)=2^k\,k!\,T(v_0,\dots,v_{k-1}).$$

In the proof, `hterm` evaluates the sign sum for one $g$, and `hcard` counts the bijections by identifying them with permutations.

```lean
/-- Polarisation identity: the signed sum of the form over all combinations `±v₀ ± ... ± v_{k-1}` is
`2^k k!` times the contraction of the symmetric tensor with `v₀, ..., v_{k-1}`. -/
theorem polarisation {T : (Fin k → ι) → ℝ} (hT : IsSymmetric T) (v : Fin k → ι → ℝ) :
    ∑ s : Fin k → Bool, (∏ a, sgn (s a)) * form T (fun p => ∑ a, sgn (s a) * v a p)
      = 2 ^ k * (Nat.factorial k : ℝ) * multi T v := by
  have hterm : ∀ g : Fin k → Fin k, ∑ s : Fin k → Bool, (∏ a, sgn (s a)) *
      ((∏ b, sgn (s (g b))) * multi T (fun b => v (g b)))
      = if Function.Bijective g then 2 ^ k * multi T v else 0 := by
    intro g
    simp_rw [← mul_assoc]
    rw [← Finset.sum_mul, sign_sum]
    split_ifs with hg
    · rw [show multi T (fun b => v (g b)) = multi T v from
        multi_perm hT (Equiv.ofBijective g hg) v]
    · simp
  -- the surviving placements are the `k!` permutations
  have hcard : (Finset.univ.filter
      fun g : Fin k → Fin k => Function.Bijective g).card = Nat.factorial k := by
    have himg : (Finset.univ.filter fun g : Fin k → Fin k => Function.Bijective g)
        = Finset.univ.image (fun σ : Equiv.Perm (Fin k) => (σ : Fin k → Fin k)) := by
      ext g
      simp only [Finset.mem_filter, Finset.mem_univ, true_and, Finset.mem_image]
      constructor
      · intro h
        exact ⟨Equiv.ofBijective g h, rfl⟩
      · rintro ⟨σ, rfl⟩
        exact σ.bijective
    rw [himg, Finset.card_image_of_injective _ DFunLike.coe_injective, Finset.card_univ,
      Fintype.card_perm, Fintype.card_fin]
  simp_rw [form_superposition T _ v, Finset.mul_sum]
  rw [Finset.sum_comm, Finset.sum_congr rfl (fun g _ => hterm g), ← Finset.sum_filter,
    Finset.sum_const, hcard, nsmul_eq_mul]
  ring
```

## Recovering the components

If symmetric tensors $A$ and $B$ have the same form, the left sides of their polarisation identities agree. Dividing by the nonzero number $2^kk!$ gives $A(v_0,\dots,v_{k-1})=B(v_0,\dots,v_{k-1})$ for all vectors. With $e_p$ the basis vector along coordinate $p$, the choice $v_a=e_{i_a}$ gives

$$A_i=A(e_{i_0},\dots,e_{i_{k-1}})=B(e_{i_0},\dots,e_{i_{k-1}})=B_i.$$

These two steps are `hv` and `hb`.

```lean
/-- Two symmetric tensors with the same form are equal. -/
theorem eq_of_form_eq {A B : (Fin k → ι) → ℝ} (hA : IsSymmetric A) (hB : IsSymmetric B)
    (h : ∀ x, form A x = form B x) : A = B := by
  classical
  have hv : ∀ v, multi A v = multi B v := by
    intro v
    have hc : (2 ^ k * (Nat.factorial k : ℝ)) ≠ 0 := by positivity
    have pA := polarisation hA v
    simp only [h] at pA
    rw [polarisation hB v] at pA
    exact (mul_left_cancel₀ hc pA).symm
  -- contraction with basis vectors reads off a component
  have hb : ∀ (T : (Fin k → ι) → ℝ) (i : Fin k → ι),
      multi T (fun a p => if p = i a then 1 else 0) = T i := by
    intro T i
    unfold multi
    rw [Finset.sum_eq_single i]
    · simp
    · intro j _ hj
      obtain ⟨a, ha⟩ := Function.ne_iff.mp hj
      rw [Finset.prod_eq_zero (Finset.mem_univ a) (if_neg ha), mul_zero]
    · intro hi
      exact absurd (Finset.mem_univ i) hi
  funext i
  exact (hb A i).symm.trans ((hv _).trans (hb B i))
```

## The invariance criterion

For symmetric $T$ and any real square $R$, the theorem states

$$f_T(R^Tx)=f_T(x)\ \text{for all }x\quad\Longleftrightarrow\quad RT=T.$$

From left to right, $f_{RT}(x)=f_T(R^Tx)=f_T(x)$. The tensor $RT$ is itself symmetric: its component $(RT)_i$ is the contraction of $T$ with the rows $i_0,\dots,i_{k-1}$ of $R$, and the order of those rows does not matter. Equality of forms therefore gives $RT=T$. From right to left, $f_T(R^Tx)=f_{RT}(x)=f_T(x)$. The hypothesis `hT` is the total symmetry of $T$; $R$ may be singular.

```lean
/-- For a totally symmetric tensor `T` and any real square matrix `R`, the form satisfies
`f(Rᵀ x) = f(x)` for all `x` exactly when applying `R` to all indices leaves `T` unchanged. -/
theorem form_invariant_iff {T : (Fin k → ι) → ℝ} (hT : IsSymmetric T) (R : Matrix ι ι ℝ) :
    (∀ x, form T (Rᵀ *ᵥ x) = form T x) ↔ rotate R T = T := by
  constructor
  · intro h
    have hR : IsSymmetric (rotate R T) := fun σ i => multi_perm hT σ (fun a => R (i a))
    exact eq_of_form_eq hR hT fun x => (form_rotate R T x).trans (h x)
  · intro h x
    rw [← form_rotate, h]
```

Point-group operations in Cartesian axes are orthogonal matrices, including reflections and other improper operations. For these the transpose can be removed from the test. If $f_T(Rx)=f_T(x)$ for all $x$, replacing $x$ by $R^Tx$ and using $RR^T=1$ gives $f_T(x)=f_T(R^Tx)$. The converse replaces $x$ by $Rx$ and uses $R^TR=1$. Invariance under a whole group means applying the criterion to each of its operations.

```lean
/-- For an orthogonal matrix `R`, a symmetric tensor is unchanged by `R` exactly when its
form satisfies `f(R x) = f(x)` for all `x`. -/
theorem orthogonal_invariant_iff [DecidableEq ι] {T : (Fin k → ι) → ℝ} (hT : IsSymmetric T)
    {R : Matrix ι ι ℝ} (hR : R * Rᵀ = 1) :
    (∀ x, form T (R *ᵥ x) = form T x) ↔ rotate R T = T := by
  have hR' : Rᵀ * R = 1 := mul_eq_one_comm.mp hR
  rw [← form_invariant_iff hT R]
  constructor
  · intro h x
    have hx := h (Rᵀ *ᵥ x)
    rw [Matrix.mulVec_mulVec, hR, Matrix.one_mulVec] at hx
    exact hx.symm
  · intro h x
    have hx := h (R *ᵥ x)
    rw [Matrix.mulVec_mulVec, hR', Matrix.one_mulVec] at hx
    exact hx.symm
```

## An antisymmetric tensor that the form cannot see

In the plane, take $T_{01}=1$, $T_{10}=-1$ and zero diagonal components.

```lean
/-- The antisymmetric rank-two tensor of the plane, with components `T₀₁ = 1`, `T₁₀ = -1`. -/
def areaTensor (i : Fin 2 → Fin 2) : ℝ := !![0, 1; -1, 0] (i 0) (i 1)
```

Its form is $x_0x_1-x_1x_0=0$, which every matrix preserves. Let $R$ exchange the axes, so that $R_{01}=R_{10}=1$ and the diagonal entries vanish. Then

$$(RT)_{01}=R_{01}R_{10}T_{10}=-1\neq1=T_{01}.$$

The form is invariant but the tensor changes sign, so the criterion can fail without total symmetry. Only the step from the form to the tensor is lost: $RT=T$ still implies $f_T(R^Tx)=f_T(x)$ for every tensor. In the proof, `hsum` writes out the four index pairs, `hzero` shows that the form vanishes, and the last two lines compare the $01$ components.

```lean
/-- Without symmetry the criterion fails: exchanging the two axes preserves the form of the
antisymmetric tensor of the plane but changes the tensor. -/
theorem symmetry_needed :
    (∀ x, form areaTensor ((!![0, 1; 1, 0] : Matrix (Fin 2) (Fin 2) ℝ)ᵀ *ᵥ x)
      = form areaTensor x) ∧ rotate !![0, 1; 1, 0] areaTensor ≠ areaTensor := by
  have hsum : ∀ F : (Fin 2 → Fin 2) → ℝ,
      ∑ i, F i = F ![0, 0] + F ![0, 1] + F ![1, 0] + F ![1, 1] := by
    intro F
    rw [← (finTwoArrowEquiv (Fin 2)).symm.sum_comp, Fintype.sum_prod_type]
    simp only [Fin.sum_univ_two, finTwoArrowEquiv_symm_apply]
    ring
  have hzero : ∀ x, form areaTensor x = 0 := by
    intro x
    simp [form, multi, hsum, areaTensor, Fin.prod_univ_two]
    ring
  refine ⟨fun x => by rw [hzero, hzero], fun h => ?_⟩
  have h01 := congrFun h ![0, 1]
  norm_num [rotate, hsum, areaTensor, Fin.prod_univ_two] at h01

end

end TensorPolarisation
```

```lean
#print axioms TensorPolarisation.form_invariant_iff
#print axioms TensorPolarisation.orthogonal_invariant_iff
#print axioms TensorPolarisation.symmetry_needed
```

```
'TensorPolarisation.form_invariant_iff' depends on axioms: [propext, Classical.choice, Quot.sound]
'TensorPolarisation.orthogonal_invariant_iff' depends on axioms: [propext, Classical.choice, Quot.sound]
'TensorPolarisation.symmetry_needed' depends on axioms: [propext, Classical.choice, Quot.sound]
```
